# Antiunitary phase reversal forces any free-energy slope at phases 0 and π to vanish in finite 2π-periodic junction models

If a Josephson junction model is only required to be Hermitian and $2\pi$-periodic in the phase difference $x$, it can carry a current at $x=0$: a single level of energy $-E\cos(x+\varphi)$, with real constants $E$ and $\varphi$, has slope $E\sin\varphi$ there. For finite matrices $H(x)$, the further condition $H(-x)=U\,\overline{H(x)}\,U^\dagger$ with one fixed unitary $U$ makes the free energy even, and any slope it has at an integer multiple of $\pi$ is then zero.

```lean
import Mathlib

open Matrix

namespace AnomalousJosephson

noncomputable section

variable {n : Type*} [Fintype n] [DecidableEq n]

/-- The canonical partition function `tr exp(-A/T)` of a Hamiltonian matrix `A` at
temperature `T ≠ 0`, in units with Boltzmann constant one. -/
def partitionFunction (T : ℝ) (A : Matrix n n ℂ) : ℂ :=
  trace (NormedSpace.exp ((-(1 / T) : ℝ) • A))

/-- The free energy `-T ln tr exp(-A/T)` of a Hermitian Hamiltonian matrix `A` on a non-zero state
space at temperature `T ≠ 0`. -/
def freeEnergy (T : ℝ) (A : Matrix n n ℂ) : ℝ :=
  -T * Real.log (partitionFunction T A).re

/-- Complex conjugation followed by a unitary rotation leaves the partition function of a
Hermitian Hamiltonian unchanged. -/
theorem partitionFunction_antiunitary (T : ℝ) {A U : Matrix n n ℂ}
    (hA : A.IsHermitian) (hU : U ∈ unitaryGroup n ℂ) :
    partitionFunction T (U * A.map star * Uᴴ) = partitionFunction T A := by
  have hU1 : U * Uᴴ = 1 := mem_unitaryGroup_iff.mp hU
  have hU2 : Uᴴ * U = 1 := mul_eq_one_comm.mp hU1
  have hinv : U⁻¹ = Uᴴ := inv_eq_right_inv hU1
  have hunit : IsUnit U := ⟨⟨U, Uᴴ, hU1, hU2⟩, rfl⟩
  -- for a Hermitian matrix, conjugation is transposition
  have hT : A.map star = Aᵀ := by
    ext i j
    exact hA.apply j i
  have hs : (-(1 / T) : ℝ) • (U * Aᵀ * Uᴴ) = U * ((-(1 / T) : ℝ) • A)ᵀ * U⁻¹ := by
    rw [hinv, transpose_smul, Matrix.mul_smul, Matrix.smul_mul]
  unfold partitionFunction
  rw [hT, hs, Matrix.exp_conj _ _ hunit, Matrix.exp_transpose, trace_mul_cycle, hinv, hU2,
    one_mul, trace_transpose]

/-- The partition function of a Hermitian Hamiltonian on a non-zero state space is a
positive real number. -/
theorem partitionFunction_pos [Nonempty n] (T : ℝ) {A : Matrix n n ℂ}
    (hA : A.IsHermitian) : ∃ z : ℝ, 0 < z ∧ partitionFunction T A = (z : ℂ) := by
  -- the Boltzmann operator is the square of the Hermitian matrix `exp C`
  let C : Matrix n n ℂ := (-(1 / T) / 2 : ℝ) • A
  have hC : Cᴴ = C := by
    change ((-(1 / T) / 2 : ℝ) • A)ᴴ = (-(1 / T) / 2 : ℝ) • A
    rw [conjTranspose_smul, star_trivial, hA.eq]
  have hCC : (-(1 / T) : ℝ) • A = C + C := by
    change (-(1 / T) : ℝ) • A = (-(1 / T) / 2 : ℝ) • A + (-(1 / T) / 2 : ℝ) • A
    rw [← add_smul, add_halves]
  have hB : (NormedSpace.exp C).IsHermitian := by
    rw [IsHermitian, ← Matrix.exp_conjTranspose, hC]
  have hB0 : NormedSpace.exp C ≠ 0 := (Matrix.isUnit_exp C).ne_zero
  obtain ⟨i, j, hij⟩ : ∃ i j, NormedSpace.exp C i j ≠ 0 := by
    by_contra h
    push Not at h
    exact hB0 (by ext i j; exact h i j)
  refine ⟨∑ i, ∑ j, Complex.normSq (NormedSpace.exp C i j), ?_, ?_⟩
  · exact Finset.sum_pos'
      (fun i _ => Finset.sum_nonneg fun j _ => Complex.normSq_nonneg _)
      ⟨i, Finset.mem_univ i, Finset.sum_pos' (fun j _ => Complex.normSq_nonneg _)
        ⟨j, Finset.mem_univ j, Complex.normSq_pos.mpr hij⟩⟩
  · unfold partitionFunction
    rw [hCC, Matrix.exp_add_of_commute C C (Commute.refl C)]
    simp only [trace, diag_apply, mul_apply, Complex.ofReal_sum]
    refine Finset.sum_congr rfl fun i _ => Finset.sum_congr rfl fun j _ => ?_
    rw [← hB.apply j i]
    exact Complex.mul_conj _

/-- For a Hermitian Hamiltonian on a non-zero state space and `T ≠ 0`, the partition
function is `exp(-F/T)` with `F` the free energy. -/
theorem partitionFunction_eq_exp [Nonempty n] {T : ℝ} (hT : T ≠ 0) {A : Matrix n n ℂ}
    (hA : A.IsHermitian) :
    partitionFunction T A = (Real.exp (-freeEnergy T A / T) : ℂ) := by
  obtain ⟨z, hz, h⟩ := partitionFunction_pos T hA
  have hF : -freeEnergy T A / T = Real.log z := by
    unfold freeEnergy
    rw [h, Complex.ofReal_re, neg_mul, neg_neg, mul_div_cancel_left₀ _ hT]
  rw [hF, Real.exp_log hz, h]

/-- If an energy-phase relation is mirror symmetric about the phase `a` and has a slope
there, the slope is zero. -/
theorem slope_eq_zero_of_mirror {f : ℝ → ℝ} {a I : ℝ} (hf : ∀ x, f (2 * a - x) = f x)
    (h : HasDerivAt f I a) : I = 0 := by
  have h2 : HasDerivAt f I (2 * a - a) := by
    rw [show 2 * a - a = a by ring]
    exact h
  have h1 : HasDerivAt (fun x => f (2 * a - x)) (-I) a := h2.comp_const_sub (2 * a) a
  have e : (fun x => f (2 * a - x)) = f := funext hf
  rw [e] at h1
  have := h.unique h1
  linarith

/-- Let a `2π`-periodic family of Hermitian Hamiltonians on a non-zero state space satisfy
`H(-x) = U conj(H(x)) Uᴴ` with a fixed unitary `U`, and let `T > 0`. Then the partition
function is `exp(-F/T)`, the free energy `F` is even in the phase `x`, and wherever `F` has
a derivative at an integer multiple of `π`, that derivative is zero. -/
theorem no_anomalous_current [Nonempty n] {H : ℝ → Matrix n n ℂ} {U : Matrix n n ℂ}
    {T : ℝ} (hT : 0 < T) (hH : ∀ x, (H x).IsHermitian)
    (hper : Function.Periodic H (2 * Real.pi)) (hU : U ∈ unitaryGroup n ℂ)
    (hsym : ∀ x, H (-x) = U * (H x).map star * Uᴴ) :
    (∀ x, partitionFunction T (H x) = (Real.exp (-freeEnergy T (H x) / T) : ℂ)) ∧
    (∀ x, freeEnergy T (H (-x)) = freeEnergy T (H x)) ∧
    ∀ (m : ℤ) (I : ℝ),
      HasDerivAt (fun x => freeEnergy T (H x)) I (m * Real.pi) → I = 0 := by
  have heven : ∀ x, freeEnergy T (H (-x)) = freeEnergy T (H x) := by
    intro x
    unfold freeEnergy
    rw [hsym x, partitionFunction_antiunitary T (hH x) hU]
  refine ⟨fun x => partitionFunction_eq_exp hT.ne' (hH x), heven, fun m I h => ?_⟩
  -- evenness and periodicity together give a mirror at every multiple of `π`
  refine slope_eq_zero_of_mirror (fun x => ?_) h
  have hp : H (-x + m * (2 * Real.pi)) = H (-x) := hper.int_mul m (-x)
  change freeEnergy T (H (2 * (m * Real.pi) - x)) = freeEnergy T (H x)
  rw [show 2 * (m * Real.pi) - x = -x + m * (2 * Real.pi) by ring, hp, heven]

/-- A junction with two spin levels of energies `-E cos x + b sin x` and
`-E cos x - b sin x` at phase `x`. -/
def spinSplitJunction (E b x : ℝ) : Matrix (Fin 2) (Fin 2) ℂ :=
  !![((-E * Real.cos x + b * Real.sin x : ℝ) : ℂ), 0;
     0, ((-E * Real.cos x - b * Real.sin x : ℝ) : ℂ)]

/-- The spin-split junction is Hermitian and `2π`-periodic, and reversing its phase amounts
to complex conjugation followed by the unitary spin flip with rows `(0, -1)` and `(1, 0)`. -/
theorem no_anomalous_current_witness (E b : ℝ) :
    (∀ x, (spinSplitJunction E b x).IsHermitian) ∧
    Function.Periodic (spinSplitJunction E b) (2 * Real.pi) ∧
    (!![0, -1; 1, 0] : Matrix (Fin 2) (Fin 2) ℂ) ∈ unitaryGroup (Fin 2) ℂ ∧
    ∀ x, spinSplitJunction E b (-x) =
      !![0, -1; 1, 0] * (spinSplitJunction E b x).map star *
        (!![0, -1; 1, 0] : Matrix (Fin 2) (Fin 2) ℂ)ᴴ := by
  refine ⟨fun x => ?_, fun x => ?_, ?_, fun x => ?_⟩
  · unfold spinSplitJunction
    generalize -E * Real.cos x + b * Real.sin x = p
    generalize -E * Real.cos x - b * Real.sin x = q
    ext i j
    fin_cases i <;> fin_cases j <;> simp
  · simp only [spinSplitJunction, Real.cos_add_two_pi, Real.sin_add_two_pi]
  · rw [mem_unitaryGroup_iff]
    ext i j
    fin_cases i <;> fin_cases j <;> simp [mul_apply, star_apply, Fin.sum_univ_succ]
  · -- phase reversal exchanges the two level energies
    simp only [spinSplitJunction, Real.cos_neg, Real.sin_neg]
    rw [show -E * Real.cos x + b * -Real.sin x = -E * Real.cos x - b * Real.sin x by ring,
      show -E * Real.cos x - b * -Real.sin x = -E * Real.cos x + b * Real.sin x by ring]
    generalize -E * Real.cos x + b * Real.sin x = p
    generalize -E * Real.cos x - b * Real.sin x = q
    have hm : (!![(p : ℂ), 0; 0, (q : ℂ)]).map star = !![(p : ℂ), 0; 0, (q : ℂ)] := by
      ext i j
      fin_cases i <;> fin_cases j <;> simp
    rw [hm]
    ext i j
    fin_cases i <;> fin_cases j <;> simp [mul_apply, Fin.sum_univ_succ]

/-- A junction with a single level of energy `-E cos(x + φ)` at phase `x`. -/
def shiftedJunction (E φ x : ℝ) : Matrix (Fin 1) (Fin 1) ℂ :=
  diagonal fun _ => ((-E * Real.cos (x + φ) : ℝ) : ℂ)

/-- At temperature `T ≠ 0` the free energy of the single-level junction is its level
energy. -/
theorem freeEnergy_shiftedJunction {T : ℝ} (hT : T ≠ 0) (E φ x : ℝ) :
    freeEnergy T (shiftedJunction E φ x) = -E * Real.cos (x + φ) := by
  -- the exponential of a diagonal acts entry by entry
  have hexp : ∀ v : Fin 1 → ℂ, NormedSpace.exp v 0 = NormedSpace.exp (v 0) := fun v =>
    NormedSpace.map_exp (Pi.evalRingHom (fun _ : Fin 1 => ℂ) 0) (continuous_apply 0) v
  have hz : partitionFunction T (shiftedJunction E φ x) =
      ((Real.exp (-(1 / T) * (-E * Real.cos (x + φ))) : ℝ) : ℂ) := by
    unfold partitionFunction shiftedJunction
    rw [← diagonal_smul, Matrix.exp_diagonal, trace_diagonal, Fin.sum_univ_one,
      hexp, ← Complex.exp_eq_exp_ℂ, Complex.ofReal_exp]
    congr 1
    change (-(1 / T) : ℝ) • ((-E * Real.cos (x + φ) : ℝ) : ℂ) = _
    rw [Complex.real_smul, ← Complex.ofReal_mul]
  unfold freeEnergy
  rw [hz, Complex.ofReal_re, Real.log_exp]
  field_simp

/-- The single-level junction is Hermitian and `2π`-periodic, yet for `T ≠ 0` its free
energy has slope `E sin φ` at zero phase. -/
theorem anomalous_current_shiftedJunction {T : ℝ} (hT : T ≠ 0) (E φ : ℝ) :
    (∀ x, (shiftedJunction E φ x).IsHermitian) ∧
    Function.Periodic (shiftedJunction E φ) (2 * Real.pi) ∧
    HasDerivAt (fun x => freeEnergy T (shiftedJunction E φ x)) (E * Real.sin φ) 0 := by
  refine ⟨fun x => ?_, fun x => ?_, ?_⟩
  · unfold shiftedJunction
    rw [IsHermitian, diagonal_conjTranspose]
    exact congrArg diagonal (funext fun _ => Complex.conj_ofReal _)
  · unfold shiftedJunction
    rw [show x + 2 * Real.pi + φ = x + φ + 2 * Real.pi by ring, Real.cos_add_two_pi]
  · have e : (fun x => freeEnergy T (shiftedJunction E φ x)) =
        fun x => -E * Real.cos (x + φ) :=
      funext fun x => freeEnergy_shiftedJunction hT E φ x
    rw [e]
    have h := (((hasDerivAt_id (0 : ℝ)).add_const φ).cos).const_mul (-E)
    exact h.congr_deriv (by simp)

end

end AnomalousJosephson
```

```lean
#print axioms AnomalousJosephson.no_anomalous_current
#print axioms AnomalousJosephson.freeEnergy_shiftedJunction
#print axioms AnomalousJosephson.anomalous_current_shiftedJunction
```

```
'AnomalousJosephson.no_anomalous_current' depends on axioms: [propext, Classical.choice, Quot.sound]
'AnomalousJosephson.freeEnergy_shiftedJunction' depends on axioms: [propext, Classical.choice, Quot.sound]
'AnomalousJosephson.anomalous_current_shiftedJunction' depends on axioms: [propext, Classical.choice, Quot.sound]
```

## Three conclusions about the free energy

The main theorem, `no_anomalous_current`, concerns a function `H` that assigns a complex square matrix to each real phase $x$. The index type `n` is finite and non-empty, so one-dimensional state spaces are included. The partition function and the free energy are

$$Z(x)=\operatorname{tr}e^{-H(x)/T},\qquad F(x)=-T\ln Z(x),$$

with temperature $T>0$ and Boltzmann constant one. In the code `partitionFunction` is a complex number, and `freeEnergy` takes the real logarithm of its real part.

The hypotheses are that every `H x` is Hermitian, that `H` has period `2 * Real.pi`, that `U` is unitary, and that `hsym` holds at every phase. In `hsym`, `(H x).map star` is the entrywise complex conjugate and `Uᴴ` is the adjoint. The conclusions are:

1. $Z(x)=e^{-F(x)/T}$ for every $x$, so taking the real part has discarded nothing.
2. $F(-x)=F(x)$ for every $x$.
3. If $F$ has derivative $I$ at $m\pi$, where $m$ is any integer, then $I=0$.

The third conclusion uses `HasDerivAt`, which says that the derivative exists and equals `I`. Where $F$ has a kink, the theorem makes no statement about the slope.

## Phase reversal as a symmetry of the junction

The equilibrium supercurrent is proportional to $dF/dx$, with a factor $2q/\hbar$ in the usual convention, where $q$ is the elementary charge. The variable `I` is the slope without that factor. A non-zero current at $x=0$ is the anomalous Josephson effect.

The condition on $H(-x)$ stands for an antiunitary symmetry: complex conjugation followed by $U$ maps the junction at phase $x$ to the junction at phase $-x$. Ordinary time reversal does this when the superconducting phase difference is the only thing in the model that time reversal changes. A magnetic field can break that symmetry, but another choice of $U$ may still satisfy the condition. The symmetry is assumed here and has to be checked for each model.

The trace runs over all states in the thermal ensemble. For a many-electron system, $H(x)$ is therefore the matrix on the many-body state space. If the electron number can vary, as in a grand canonical ensemble, the chemical-potential term is included in $H(x)$. A Bogoliubov–de Gennes matrix inserted directly would give a different quantity. Periodicity is required of the matrix itself, so a gauge in which some hoppings change sign under $x\to x+2\pi$ does not meet the hypothesis as written. Zero temperature and infinite-dimensional state spaces are not treated.

For simulations of finite junction models that satisfy these hypotheses, the result gives a check: where the free energy is differentiable at phase $0$ or $\pi$, a computed slope there that differs from zero by more than the numerical error, including any finite-difference error, points to a fault in the matrices or in the code.

## Two spin levels whose currents cancel

The matrix `spinSplitJunction` has diagonal energies

$$\varepsilon_\pm(x)=-E\cos x\pm b\sin x,$$

where the real constant $b$ sets the spin-dependent part. These are the energies of the only two states of the whole model, not of orbitals that could be filled independently. Reversing $x$ exchanges the two energies, and so does the spin flip $U=\begin{pmatrix}0&-1\\1&0\end{pmatrix}$. The theorem `no_anomalous_current_witness` confirms all the hypotheses on the matrices for every real $E$ and $b$.

Take $E=b=T=1$.

- At $x=0$ both energies are $-1$, so $Z=2e\approx5.437$ and $F=-1-\ln2\approx-1.693$. The level slopes are $+1$ and $-1$, each with thermal weight $1/2$, and the total slope is $0$.
- At $x=\pi/2$ the energies are $1$ and $-1$, so $Z=e^{-1}+e\approx3.086$ and $F\approx-1.127$. At $x=-\pi/2$ the energies are exchanged and $F$ is the same.
- At $x=\pi$ both energies are $1$, the level slopes are $-1$ and $+1$, and they cancel again.

Each level alone would carry a current at zero phase. The symmetry pairs it with a level that carries the opposite current.

The single level `shiftedJunction` has no such partner. With $E=1$ and $\varphi=\pi/6$, its free energy is $-\cos(x+\pi/6)$, whose slope at $x=0$ is $1/2$.

## From the symmetry to a vanishing slope

**The partition function is even.** Since $H$ is Hermitian, $\overline{H_{ij}}=H_{ji}$, so $\overline H=H^{\mathsf T}$. Because $U^\dagger U=1$, every power satisfies $(UMU^\dagger)^k=UM^kU^\dagger$, and the exponential series gives

$$e^{-H(-x)/T}=U\,e^{-H(x)^{\mathsf T}/T}\,U^\dagger
=U\left(e^{-H(x)/T}\right)^{\mathsf T}U^\dagger.$$

Taking the trace, cycling $U^\dagger$ next to $U$, and using that a matrix and its transpose have the same trace, one finds $Z(-x)=Z(x)$. Hence $F(-x)=F(x)$.

**The logarithm is meaningful.** Put $B=e^{-H/(2T)}$. This matrix is Hermitian and $B^2=e^{-H/T}$, so

$$Z=\sum_{i,j}B_{ij}B_{ji}=\sum_{i,j}|B_{ij}|^2.$$

The exponential is invertible, so on a non-empty state space $B$ has a non-zero entry and $Z>0$. From $F=-T\ln Z$ it follows that $Z=e^{-F/T}$.

**The slope vanishes.** Let $a=m\pi$. Periodicity and evenness give

$$F(2a-x)=F(-x+2\pi m)=F(-x)=F(x).$$

If $F$ has slope $I$ at $a$, the left side has slope $-I$ at $x=a$ by the chain rule, while the right side has slope $I$. Therefore $I=-I$, and $I=0$. For $m=0$ evenness alone is enough; at $\pi$ periodicity enters as well.

## The same steps in Lean

`partitionFunction_antiunitary` is the trace argument. Its local equation `hT` replaces the conjugate by the transpose. `Matrix.exp_conj` takes $U$ out of the exponential and `Matrix.exp_transpose` does the same for the transposition. Since `Matrix.exp_conj` is stated with $U^{-1}$, the proof first identifies that inverse with `Uᴴ`. Then `trace_mul_cycle` and `trace_transpose` finish the calculation.

`partitionFunction_pos` uses `C` for $-H/(2T)$. It shows that `NormedSpace.exp C` is Hermitian and, through `Matrix.isUnit_exp`, non-zero. One non-zero entry makes the sum of squared moduli positive, and expanding the matrix product identifies that sum with the trace. `partitionFunction_eq_exp` then inverts the logarithm.

`slope_eq_zero_of_mirror` is the calculus step for any real function with $f(2a-x)=f(x)$. The rule `comp_const_sub` produces the slope $-I$, uniqueness of derivatives equates it with $I$, and `linarith` concludes. In `no_anomalous_current`, the term `hper.int_mul m (-x)` shifts the phase by $m$ periods, which supplies the mirror symmetry about $m\pi$.

For the two-level example, the proof checks Hermiticity, unitarity and the phase-reversal identity entry by entry with `fin_cases`; periodicity follows from that of sine and cosine. For the single level, `freeEnergy_shiftedJunction` evaluates the exponential of a $1\times1$ diagonal matrix and finds that the free energy equals the level energy. `anomalous_current_shiftedJunction` differentiates this cosine at zero and obtains $E\sin\varphi$.
